# Total-energy derivatives to order n+1 from site populations to order n, for one self-consistent lattice orbital

Put two electrons of opposite spin into one orbital on two separate dimers, each with hopping amplitude −1, and treat an on-site repulsion of strength 1 in mean field. Raise the potential of the first dimer by t and lower that of the second by t. For |t| < 1/4 there is a self-consistent orbital whose orbital energy stays at −3/4. Anyone who reads the force conjugate to t from the slope of that energy finds none. The total energy per electron, however, has slope −4t, so for t ≠ 0 there is a force.

The total energy has a simple slope because the change of the orbital drops out of it. This holds for a differentiable path of normalized, self-consistent real orbitals when the one-particle matrix is symmetric and the potential is linear in t.

## Sites, populations and two energies

```lean
import Mathlib

open Matrix Topology

namespace MeanFieldForces

noncomputable section

variable {ι : Type*} [Fintype ι] [DecidableEq ι]
```

The type `ι` labels the lattice sites, of which there are finitely many. A real vector with one entry per site has type `ι → ℝ`.

```lean
/-- The site populations `n_i = c_i²` of a real orbital `c`. -/
def density (c : ι → ℝ) (i : ι) : ℝ := c i ^ 2
```

For an orbital c with amplitude c_i on site i, `density c i` is the population

n_i = c_i².

```lean
/-- The first-order change `2 c_i c_i'` of the site populations when the orbital `c`
changes at the rate `c'`. -/
def densityResponse (c c' : ι → ℝ) (i : ι) : ℝ := 2 * c i * c' i
```

If the orbital changes at the rate c', the populations change at the rate

n_i' = 2 c_i c_i'.

In Lean, `c'` is simply the name of a second vector. It becomes a derivative only through a hypothesis in the theorems.

```lean
/-- The mean-field Hamiltonian `H + t diag(v) + U diag(n)`, which depends on the orbital
through its populations. -/
def meanField (H : Matrix ι ι ℝ) (v : ι → ℝ) (U t : ℝ) (c : ι → ℝ) : Matrix ι ι ℝ :=
  H + diagonal (fun i => t * v i + U * density c i)
```

This is the matrix that the orbital feels:

F = H + diag(t v_i + U n_i).

H holds the hopping amplitudes and fixed site energies, v is the shape of the applied potential and t its strength. The constant U is the energy scale of the repulsion between particles on the same site, or of their attraction if it is negative.

```lean
/-- The total energy `cᵀHc + t ∑ n_i v_i + (U/2) ∑ n_i²`. -/
def totalEnergy (H : Matrix ι ι ℝ) (v : ι → ℝ) (U t : ℝ) (c : ι → ℝ) : ℝ :=
  c ⬝ᵥ (H *ᵥ c) + t * ∑ i, density c i * v i + U / 2 * ∑ i, density c i ^ 2
```

The total energy is

E = cᵀHc + t Σ n_i v_i + (U/2) Σ n_i².

The symbol `⬝ᵥ` is the dot product and `*ᵥ` applies a matrix to a vector. For two electrons of opposite spin sharing c in a Hubbard model, E is the restricted Hartree–Fock energy per electron.

## The orbital energy contains the interaction twice

```lean
/-- The matrix element of the mean-field Hamiltonian between `d` and `c` is that of `H` plus
the contribution of the local potential `t v_i + U n_i`. -/
theorem dot_meanField (H : Matrix ι ι ℝ) (v : ι → ℝ) (U t : ℝ) (c d : ι → ℝ) :
    d ⬝ᵥ (meanField H v U t c *ᵥ c) =
      d ⬝ᵥ (H *ᵥ c) + ∑ i, d i * ((t * v i + U * density c i) * c i) := by
  rw [meanField, Matrix.add_mulVec, dotProduct_add]
  congr 1
  simp only [dotProduct, Matrix.mulVec_diagonal]
```

For any two vectors c and d,

dᵀFc = dᵀHc + Σ d_i (t v_i + U n_i) c_i,

where F is built from c. The proof splits F into its two parts and writes out the diagonal one. The identity is used with d = c and later with d = c'.

```lean
/-- For a normalized self-consistent orbital, the orbital energy exceeds the total energy by
the interaction energy `(U/2) ∑ n_i²`. -/
theorem orbitalEnergy_eq {H : Matrix ι ι ℝ} {v : ι → ℝ} {U t e : ℝ} {c : ι → ℝ}
    (hnorm : c ⬝ᵥ c = 1) (heq : meanField H v U t c *ᵥ c = e • c) :
    e = totalEnergy H v U t c + U / 2 * ∑ i, density c i ^ 2 := by
  have h := dot_meanField H v U t c c
  rw [heq, dotProduct_smul, hnorm, smul_eq_mul, mul_one] at h
  have hs : ∑ i, c i * ((t * v i + U * density c i) * c i) =
      t * ∑ i, density c i * v i + U * ∑ i, density c i ^ 2 := by
    simp only [Finset.mul_sum, ← Finset.sum_add_distrib]
    refine Finset.sum_congr rfl fun i _ => ?_
    simp only [density]
    ring
  rw [h, hs, totalEnergy]
  ring
```

The hypotheses `hnorm` and `heq` say that cᵀc = 1 and Fc = e c. Projecting the second equation on c gives

e = cᵀFc = cᵀHc + t Σ n_i v_i + U Σ n_i² = E + (U/2) Σ n_i².

In Lean, `h` is the projected equation and `hs` rewrites the site sum in terms of populations. The tactic `ring` finishes the algebra.

## The orbital response cancels in the total energy

```lean
omit [DecidableEq ι] in
/-- The product rule for the overlap of two differentiable real vectors. -/
theorem hasDerivAt_overlap {f g : ℝ → ι → ℝ} {f' g' : ι → ℝ} {t : ℝ}
    (hf : HasDerivAt f f' t) (hg : HasDerivAt g g' t) :
    HasDerivAt (fun s => f s ⬝ᵥ g s) (f' ⬝ᵥ g t + f t ⬝ᵥ g') t := by
  have h := HasDerivAt.fun_sum (u := Finset.univ)
    (fun i _ => (hasDerivAt_pi.1 hf i).fun_mul (hasDerivAt_pi.1 hg i))
  simpa only [dotProduct, Finset.sum_add_distrib] using h
```

This is the product rule (f·g)' = f'·g + f·g'. The statement `HasDerivAt f f' t` says that f is differentiable at t with derivative f'.

```lean
omit [Fintype ι] [DecidableEq ι] in
/-- The populations of a differentiable orbital change at the rate `2 c_i c_i'`. -/
theorem hasDerivAt_density {c : ℝ → ι → ℝ} {c' : ι → ℝ} {t : ℝ}
    (hc : HasDerivAt c c' t) (i : ι) :
    HasDerivAt (fun s => density (c s) i) (densityResponse (c t) c' i) t :=
  ((hasDerivAt_pi.1 hc i).fun_pow 2).congr_deriv (by simp [densityResponse])
```

The chain rule, applied to c_i², gives n_i' = 2 c_i c_i'. From here on c is a function of the parameter, so `c t` is the orbital at t.

```lean
/-- For `H` symmetric and a differentiable orbital, normalized near `t` and self-consistent
at `t`, the total energy has derivative `∑ n_i v_i`. -/
theorem hasDerivAt_totalEnergy {H : Matrix ι ι ℝ} (hH : H.IsSymm) {v : ι → ℝ} {U e t : ℝ}
    {c : ℝ → ι → ℝ} {c' : ι → ℝ} (hc : HasDerivAt c c' t)
    (hnorm : ∀ᶠ s in 𝓝 t, c s ⬝ᵥ c s = 1)
    (heq : meanField H v U t (c t) *ᵥ c t = e • c t) :
    HasDerivAt (fun s => totalEnergy H v U s (c s)) (∑ i, density (c t) i * v i) t := by
  have hHc : HasDerivAt (fun s => H *ᵥ c s) (H *ᵥ c') t :=
    hasDerivAt_pi.2 fun i => HasDerivAt.fun_sum
      fun j _ => (hasDerivAt_pi.1 hc j).const_mul (H i j)
  have hsymm : c t ⬝ᵥ (H *ᵥ c') = c' ⬝ᵥ (H *ᵥ c t) := by
    rw [Matrix.dotProduct_mulVec, ← Matrix.mulVec_transpose, hH.eq]
    exact dotProduct_comm _ _
  have h1 := HasDerivAt.fun_sum (u := Finset.univ)
    (fun i _ => (hasDerivAt_density hc i).mul_const (v i))
  have h2 := HasDerivAt.fun_sum (u := Finset.univ)
    (fun i _ => (hasDerivAt_density hc i).fun_pow 2)
  have h := ((hasDerivAt_overlap hc hHc).fun_add ((hasDerivAt_id' t).fun_mul h1)).fun_add
    (h2.const_mul (U / 2))
  refine h.congr_deriv ?_
  -- the response terms assemble into the mean-field Hamiltonian
  have hs : 2 * ∑ i, c' i * ((t * v i + U * density (c t) i) * c t i) =
      t * ∑ i, densityResponse (c t) c' i * v i +
        U / 2 * ∑ i, ((2 : ℕ) : ℝ) * density (c t) i ^ (2 - 1) *
          densityResponse (c t) c' i := by
    simp only [Finset.mul_sum, ← Finset.sum_add_distrib]
    refine Finset.sum_congr rfl fun i _ => ?_
    simp only [densityResponse]
    norm_num
    ring
  -- normalization makes the response orthogonal to the orbital
  have h0 := (hasDerivAt_overlap hc hc).unique
    ((hasDerivAt_const t (1 : ℝ)).congr_of_eventuallyEq hnorm)
  rw [dotProduct_comm (c t) c'] at h0
  have horth : c' ⬝ᵥ c t = 0 := by linarith
  have h3 := dot_meanField H v U t (c t) c'
  rw [heq, dotProduct_smul, horth, smul_zero] at h3
  rw [hsymm]
  linear_combination -hs - 2 * h3
```

The theorem says that E' = Σ n_i v_i at t. It assumes that H is symmetric, that c is differentiable at t and that Fc = e c holds at t. Normalization is assumed at all s near t, which is what `∀ᶠ s in 𝓝 t` expresses, so that it can be differentiated. The orbital may be any self-consistent solution, not only the lowest one.

By hand, differentiate every place where the parameter enters:

E' = c'ᵀHc + cᵀHc' + Σ n_i v_i + t Σ n_i' v_i + U Σ n_i n_i'.

Symmetry of H makes the first two terms equal. Inserting n_i' = 2 c_i c_i' collects everything that contains c':

E' = Σ n_i v_i + 2 [c'ᵀHc + Σ c_i' (t v_i + U n_i) c_i]
= Σ n_i v_i + 2 c'ᵀFc
= Σ n_i v_i + 2e c'ᵀc.

Differentiating cᵀc = 1 gives 2 c'ᵀc = 0, and the last term vanishes.

The Lean proof takes the same route. There `h` is the term-by-term derivative, `hsymm` uses the symmetry, and `hs` collects the response terms. Then `horth` is c'ᵀc = 0, and `h3` combines it with the self-consistent equation. The closing `linear_combination` adds these equations with the right coefficients.

```lean
/-- For `H` symmetric and a differentiable orbital, normalized and self-consistent near `t`,
the orbital energy has derivative `∑ n_i v_i + U ∑ n_i n_i'`. -/
theorem hasDerivAt_orbitalEnergy {H : Matrix ι ι ℝ} (hH : H.IsSymm) {v : ι → ℝ} {U t : ℝ}
    {e : ℝ → ℝ} {c : ℝ → ι → ℝ} {c' : ι → ℝ} (hc : HasDerivAt c c' t)
    (hnorm : ∀ᶠ s in 𝓝 t, c s ⬝ᵥ c s = 1)
    (heq : ∀ᶠ s in 𝓝 t, meanField H v U s (c s) *ᵥ c s = e s • c s) :
    HasDerivAt e (∑ i, density (c t) i * v i +
      U * ∑ i, density (c t) i * densityResponse (c t) c' i) t := by
  have h2 := HasDerivAt.fun_sum (u := Finset.univ)
    (fun i _ => (hasDerivAt_density hc i).fun_pow 2)
  have h := (hasDerivAt_totalEnergy hH hc hnorm heq.self_of_nhds).fun_add
    (h2.const_mul (U / 2))
  have he : e =ᶠ[𝓝 t] fun s =>
      totalEnergy H v U s (c s) + U / 2 * ∑ i, density (c s) i ^ 2 := by
    filter_upwards [hnorm, heq] with s h1 h2
    exact orbitalEnergy_eq h1 h2
  refine (h.congr_of_eventuallyEq he).congr_deriv ?_
  congr 1
  simp only [Finset.mul_sum]
  refine Finset.sum_congr rfl fun i _ => ?_
  norm_num
  ring
```

For the orbital energy the response stays:

e' = Σ n_i v_i + U Σ n_i n_i'.

Self-consistency is now assumed at all s near t, since e is compared with another function there. By hand, differentiate e = E + (U/2) Σ n_i². The first term contributes Σ n_i v_i by the previous theorem, and the second contributes U Σ n_i n_i'.

In the proof, `he` states that the two sides of the relation agree near t, and the derivative is carried over from the right side to e. The differentiability of e is therefore a conclusion, not an assumption.

## Every higher order

```lean
/-- The n+1 theorem: for `H` symmetric and a differentiable orbital, normalized and
self-consistent at all `t`, the derivative of order `k + 1` of the total energy is the
derivative of order `k` of `∑ n_i v_i`. -/
theorem n_plus_one {H : Matrix ι ι ℝ} (hH : H.IsSymm) {v : ι → ℝ} {U : ℝ} {e : ℝ → ℝ}
    {c : ℝ → ι → ℝ} (k : ℕ) (hd : Differentiable ℝ c)
    (hnorm : ∀ t, c t ⬝ᵥ c t = 1)
    (heq : ∀ t, meanField H v U t (c t) *ᵥ c t = e t • c t) :
    iteratedDeriv (k + 1) (fun s => totalEnergy H v U s (c s)) =
      iteratedDeriv k (fun s => ∑ i, density (c s) i * v i) := by
  have h : deriv (fun s => totalEnergy H v U s (c s)) =
      fun s => ∑ i, density (c s) i * v i := by
    funext s
    exact (hasDerivAt_totalEnergy hH (hd s).hasDerivAt
      (Filter.Eventually.of_forall hnorm) (heq s)).deriv
  rw [iteratedDeriv_succ', h]
```

`iteratedDeriv k` is the k-th derivative. When the populations are k times differentiable, the statement reads

dᵏ⁺¹E/dtᵏ⁺¹ = Σ v_i dᵏn_i/dtᵏ.

The hypotheses ask only for a differentiable c, and Lean assigns the value 0 to a derivative that does not exist, so this reading needs the extra smoothness.

The argument is short. The first-order formula holds at every s, so the functions E' and Σ n_i v_i are equal, and k further derivatives of equal functions are equal. In Lean, `h` is that equality of functions, and `iteratedDeriv_succ'` splits off the first of the k + 1 derivatives.

The theorem assumes a path that is differentiable, normalized and self-consistent for all real t; it does not prove that one exists. The same argument works on an open interval of t. What carries the name "n+1 theorem" here is the case of a single real orbital on finitely many sites. Several occupied orbitals, or an H that itself changes as atoms move, would need a more general statement.

Within this one-orbital model with a linear potential, the result shows the pattern behind forces and force constants in self-consistent electronic-structure calculations: the first derivative needs only the converged populations, and the second needs their first-order change. From the third order on, the formula asks for more than is necessary: for a smooth path, the stronger 2n+1 theorem, which is not proved here, gives the energy derivatives to order 2n+1 from the orbital derivatives to order n.

## Two dimers with a constant orbital energy

```lean
/-- Two separate dimers, each with hopping amplitude `-1`. -/
def twoDimers : Matrix (Fin 4) (Fin 4) ℝ :=
  !![0, -1, 0, 0; -1, 0, 0, 0; 0, 0, 0, -1; 0, 0, -1, 0]
```

Lean numbers the four sites from 0. Sites 0 and 1 form the first dimer, sites 2 and 3 the second, and no hopping connects the two.

```lean
/-- An orbital on the two dimers with populations `1/4 - t` on the sites of the first and
`1/4 + t` on those of the second, for `|t| ≤ 1/4`. -/
def dimerOrbital (t : ℝ) : Fin 4 → ℝ :=
  ![√(1 / 4 - t), √(1 / 4 - t), √(1 / 4 + t), √(1 / 4 + t)]
```

The amplitudes are square roots of the populations, which are 1/4 − t on sites 0 and 1 and 1/4 + t on sites 2 and 3.

```lean
/-- Two dimers with `U = 1` and potentials `t` and `-t`, for `|t| < 1/4`: the orbital is
differentiable, normalized and self-consistent with constant orbital energy `-3/4`, while
`∑ n_i v_i = -4t`. -/
theorem twoDimers_witness {t : ℝ} (ht : |t| < 1 / 4) :
    twoDimers.IsSymm ∧ DifferentiableAt ℝ dimerOrbital t ∧
      dimerOrbital t ⬝ᵥ dimerOrbital t = 1 ∧
      meanField twoDimers ![1, 1, -1, -1] 1 t (dimerOrbital t) *ᵥ dimerOrbital t =
        (-3 / 4 : ℝ) • dimerOrbital t ∧
      ∑ i, density (dimerOrbital t) i * (![1, 1, -1, -1] : Fin 4 → ℝ) i = -4 * t := by
  obtain ⟨hl, hr⟩ := abs_lt.1 ht
  have hdiff : DifferentiableAt ℝ dimerOrbital t := by
    have h1 : DifferentiableAt ℝ (fun s : ℝ => √(1 / 4 - s)) t :=
      DifferentiableAt.sqrt (by fun_prop) (by linarith : (0 : ℝ) < 1 / 4 - t).ne'
    have h2 : DifferentiableAt ℝ (fun s : ℝ => √(1 / 4 + s)) t :=
      DifferentiableAt.sqrt (by fun_prop) (by linarith : (0 : ℝ) < 1 / 4 + t).ne'
    refine differentiableAt_pi.2 fun i => ?_
    fin_cases i
    exacts [h1, h1, h2, h2]
  -- name the two amplitudes and keep only their squares
  obtain ⟨a, b, hab, ha, hb⟩ : ∃ a b : ℝ, dimerOrbital t = ![a, a, b, b] ∧
      a ^ 2 = 1 / 4 - t ∧ b ^ 2 = 1 / 4 + t :=
    ⟨_, _, rfl, Real.sq_sqrt (by linarith), Real.sq_sqrt (by linarith)⟩
  refine ⟨?_, hdiff, ?_, ?_, ?_⟩
  · ext i j
    fin_cases i <;> fin_cases j <;> simp [twoDimers]
  · rw [hab]
    simp only [dotProduct, Fin.sum_univ_four]
    change a * a + a * a + b * b + b * b = 1
    linear_combination 2 * ha + 2 * hb
  · rw [hab]
    ext i
    simp only [meanField, Matrix.add_mulVec, Pi.add_apply, Matrix.mulVec_diagonal]
    simp only [Matrix.mulVec, dotProduct, Fin.sum_univ_four, Pi.smul_apply, smul_eq_mul,
      density]
    fin_cases i
    · change 0 * a + -1 * a + 0 * b + 0 * b + (t * 1 + 1 * a ^ 2) * a = -3 / 4 * a
      linear_combination a * ha
    · change -1 * a + 0 * a + 0 * b + 0 * b + (t * 1 + 1 * a ^ 2) * a = -3 / 4 * a
      linear_combination a * ha
    · change 0 * a + 0 * a + 0 * b + -1 * b + (t * -1 + 1 * b ^ 2) * b = -3 / 4 * b
      linear_combination b * hb
    · change 0 * a + 0 * a + -1 * b + 0 * b + (t * -1 + 1 * b ^ 2) * b = -3 / 4 * b
      linear_combination b * hb
  · rw [hab]
    simp only [density, Fin.sum_univ_four]
    change a ^ 2 * 1 + a ^ 2 * 1 + b ^ 2 * -1 + b ^ 2 * -1 = -4 * t
    linear_combination 2 * ha - 2 * hb

end

end MeanFieldForces
```

With v = (1, 1, −1, −1) and U = 1, the theorem lists five facts for each t with |t| < 1/4: H is symmetric, the orbital is differentiable, it is normalized, it satisfies Fc = −(3/4)c, and Σ n_i v_i = −4t. The bound keeps both square roots away from zero, where they would not be differentiable.

Write a for the amplitude on the first dimer and b for that on the second, so that a² = 1/4 − t and b² = 1/4 + t. On sites 0 and 1,

−a + (t + a²)a = (−1 + t + 1/4 − t)a = −(3/4)a,

and on sites 2 and 3,

−b + (−t + b²)b = −(3/4)b.

The interaction compensates the applied potential exactly. The norm is 2a² + 2b² = 1, and Σ n_i v_i = 2a² − 2b² = −4t. The Lean proof also keeps only the squares of a and b; `fin_cases` goes through the sites, and `linear_combination` inserts the squares.

These facts hold throughout the interval, so both first-order theorems apply at each of its points. They give E' = −4t, while the constant e has slope 0.

At t = 0.1 the populations are 0.15, 0.15, 0.35 and 0.35, and their rates of change are −1, −1, 1 and 1. Then

Σ n_i v_i = 0.30 − 0.70 = −0.4,
U Σ n_i n_i' = −0.30 + 0.70 = 0.4,
e' = −0.4 + 0.4 = 0.

The total energy is the sum of the hopping, potential and interaction parts:

E = −1 − 0.04 + 0.145 = −0.895.

For general t in the interval the same sum is E = −7/8 − 2t². Its slope at t = 0.1 is −0.4, as the populations say. Its second derivative is −4, which equals Σ n_i' v_i = −1 − 1 − 1 − 1.

```lean
#print axioms MeanFieldForces.hasDerivAt_totalEnergy
-- 'MeanFieldForces.hasDerivAt_totalEnergy' depends on axioms: [propext, Classical.choice, Quot.sound]
#print axioms MeanFieldForces.hasDerivAt_orbitalEnergy
-- 'MeanFieldForces.hasDerivAt_orbitalEnergy' depends on axioms: [propext, Classical.choice, Quot.sound]
#print axioms MeanFieldForces.n_plus_one
-- 'MeanFieldForces.n_plus_one' depends on axioms: [propext, Classical.choice, Quot.sound]
```
